# The scaled Chebyshev filter has gain T_k(x)/T_k(z) for |z| > 1, at most one in magnitude when |x| ≤ |z|

In Chebyshev-filtered eigenvalue solvers, a scaled three-term recurrence multiplies each eigenvector component by a gain that depends on its shifted and rescaled eigenvalue `x`. The theorem `scaled_recurrence` treats that gain alone, as a recurrence in exact real arithmetic with a real reference point `z` satisfying |z| > 1. It states that, at every step k, the denominator in the scale factor is nonzero, T_k(z) is nonzero, and the gain equals T_k(x)/T_k(z), with magnitude at most one whenever |x| ≤ |z|. The proof gets the closed form by two-step induction, then bounds the ratio by treating T_k as a cosine for |x| ≤ 1 and using its growth for |x| ≥ 1.

An attempt in Lean 4 with a fault in it:

```lean
import Mathlib

open Polynomial

namespace ScaledChebyshevFilter

/-- The Chebyshev polynomial of the first kind `T_k`, evaluated at a real point. -/
noncomputable def cheb (k : ℕ) (x : ℝ) : ℝ := (Chebyshev.T ℝ (k : ℤ)).eval x

/-- The scale factors `s_(k+1) = 1 / (2 z - s_k)`, started from `s_0 = z` so that `s_1 = 1 / z`;
they are meant for `|z| > 1`. -/
noncomputable def scale (z : ℝ) : ℕ → ℝ
  | 0 => z
  | k + 1 => 1 / (2 * z - scale z k)

/-- The scaled scalar recurrence `y_(k+1) = 2 s_(k+1) x y_k - s_k s_(k+1) y_(k-1)`,
with `y_0 = 1` and `y_1 = s_1 x`. -/
noncomputable def gain (x z : ℝ) : ℕ → ℝ
  | 0 => 1
  | 1 => scale z 1 * x
  | k + 2 => 2 * scale z (k + 2) * x * gain x z (k + 1)
      - scale z (k + 1) * scale z (k + 2) * gain x z k

/-- The three-term recurrence of the Chebyshev polynomials. -/
theorem cheb_add_two (k : ℕ) (x : ℝ) :
    cheb (k + 2) x = 2 * x * cheb (k + 1) x - cheb k x := by
  unfold cheb
  push_cast
  rw [Chebyshev.T_add_two]
  simp

/-- The magnitude of `T_k` depends only on the magnitude of its argument. -/
theorem abs_cheb_abs (k : ℕ) (x : ℝ) : |cheb k (|x|)| = |cheb k x| := by
  have parity : cheb k (-x) = (-1) ^ k * cheb k x := by
    induction k using Nat.twoStepInduction with
    | zero => simp [cheb]
    | one => simp [cheb]
    | more k h0 h1 =>
      rw [cheb_add_two, cheb_add_two, h0, h1]
      ring
  rcases abs_choice x with h | h
  · rw [h]
  · rw [h, parity, abs_mul, abs_pow, abs_neg, abs_one, one_pow, one_mul]

/-- For `1 ≤ x ≤ z`, the values `T_k(x)` are at least one and do not decrease with `k`; the gap
`T_k(z) - T_k(x)` is nonnegative, does not decrease with `k`, and is at least `z - x` from
degree one on. -/
theorem cheb_growth {x z : ℝ} (hx : 1 ≤ x) (hxz : x ≤ z) (k : ℕ) :
    1 ≤ cheb k x ∧ cheb k x ≤ cheb (k + 1) x ∧ 0 ≤ cheb k z - cheb k x ∧
    cheb k z - cheb k x ≤ cheb (k + 1) z - cheb (k + 1) x ∧
    z - x ≤ cheb (k + 1) z - cheb (k + 1) x := by
  induction k with
  | zero => simp [cheb, hx, hxz]
  | succ k ih =>
    obtain ⟨h1, h2, h3, h4, h5⟩ := ih
    have ex := cheb_add_two k x
    have ez := cheb_add_two k z
    have p1 : 0 ≤ (x - 1) * cheb (k + 1) x := mul_nonneg (by linarith) (by linarith)
    have p2 : 0 ≤ (z - x) * cheb (k + 1) x := mul_nonneg (by linarith) (by linarith)
    have p3 : 0 ≤ (z - 1) * (cheb (k + 1) z - cheb (k + 1) x) :=
      mul_nonneg (by linarith) (by linarith)
    change 1 ≤ cheb (k + 1) x ∧ cheb (k + 1) x ≤ cheb (k + 2) x ∧ _ ∧
      cheb (k + 1) z - cheb (k + 1) x ≤ cheb (k + 2) z - cheb (k + 2) x ∧
      z - x ≤ cheb (k + 2) z - cheb (k + 2) x
    refine ⟨?_, ?_, ?_, ?_, ?_⟩ <;> nlinarith

/-- The Chebyshev polynomials `T_k` have no real zero outside `[-1, 1]`. -/
theorem cheb_ne_zero {z : ℝ} (hz : 1 < |z|) (k : ℕ) : cheb k z ≠ 0 := by
  intro h
  have h1 := (cheb_growth hz.le le_rfl k).1
  have h2 := abs_cheb_abs k z
  rw [h, abs_zero, abs_eq_zero] at h2
  linarith

/-- For `|z| > 1`, the denominators and the scale factors are ratios of successive Chebyshev values
at `z`. -/
theorem scale_eq {z : ℝ} (hz : 1 < |z|) (k : ℕ) :
    2 * z - scale z k = cheb (k + 1) z / cheb k z ∧
    scale z (k + 1) = cheb k z / cheb (k + 1) z := by
  have denom : 2 * z - scale z k = cheb (k + 1) z / cheb k z := by
    induction k with
    | zero =>
      simp [scale, cheb]
      ring
    | succ k ih =>
      have h1 := cheb_ne_zero hz (k + 1)
      rw [scale, ih, one_div_div, eq_div_iff h1, sub_mul, div_mul_cancel₀ _ h1]
      exact (cheb_add_two k z).symm
  exact ⟨denom, by rw [scale, denom, one_div_div]⟩

/-- For `|z| > 1` every denominator of the scaled recurrence is nonzero, its iterates are
`y_k = T_k(x) / T_k(z)` with `T_k(z) ≠ 0`, and `|y_k| ≤ 1` whenever `|x| ≤ |z|`. -/
theorem scaled_recurrence {z : ℝ} (hz : 1 < |z|) (x : ℝ) (k : ℕ) :
    2 * z - scale z k ≠ 0 ∧ cheb k z ≠ 0 ∧ gain x z k = cheb k x / cheb k z ∧
    (|x| ≤ |z| → |gain x z k| ≤ 1) := by
  have closed : gain x z k = cheb k x / cheb k z := by
    induction k using Nat.twoStepInduction with
    | zero => simp [gain, cheb]
    | one =>
      have h : scale z 1 = cheb 0 z / cheb 1 z := (scale_eq hz 0).2
      rw [gain, h]
      simp [cheb, div_eq_inv_mul]
    | more k h0 h1 =>
      have s1 := (scale_eq hz k).2
      have s2 : scale z (k + 2) = cheb (k + 1) z / cheb (k + 2) z := (scale_eq hz (k + 1)).2
      have n0 := cheb_ne_zero hz k
      have n1 := cheb_ne_zero hz (k + 1)
      have n2 := cheb_ne_zero hz (k + 2)
      rw [gain, h0, h1, s1, s2, cheb_add_two k x]
      field_simp
  refine ⟨?_, cheb_ne_zero hz k, closed, fun hxz => ?_⟩
  · rw [(scale_eq hz k).1]
    exact div_ne_zero (cheb_ne_zero hz (k + 1)) (cheb_ne_zero hz k)
  · rw [closed, abs_div, div_le_one (abs_pos.2 (cheb_ne_zero hz k)),
      ← abs_cheb_abs k x, ← abs_cheb_abs k z]
    have hz1 := (cheb_growth hz.le le_rfl k).1
    rw [abs_of_nonneg (by linarith : 0 ≤ cheb k |z|)]
    rcases le_total |x| 1 with h | h
    · -- inside `[-1, 1]` the polynomial is a cosine
      have hc : |cheb k |x|| ≤ 1 := by
        have e := Real.cos_arccos (by linarith [abs_nonneg x] : -1 ≤ |x|) h
        rw [← e, cheb, Chebyshev.T_real_cos]
        exact Real.abs_cos_le_one _
      linarith
    · -- outside it grows with the argument
      obtain ⟨h1, -, h3, -⟩ := cheb_growth h hxz k
      rw [abs_of_nonneg (by linarith)]
      linarith

end ScaledChebyshevFilter
```

The error:

```
Main.lean:120:28: error: unexpected token '≤'; expected term
Main.lean:120:25: error: Application type mismatch: The argument
  x
has type
  ℝ
but is expected to have type
  Bool
in the application
  or x
Main.lean:120:16: error(lean.synthInstanceFailed): failed to synthesize instance of type class
  AddGroup Prop

Hint: Type class instance resolution failures can be inspected with the `set_option trace.Meta.synthInstance true` command.
Main.lean:119:4: error: unsolved goals
case hc
z : ℝ
hz : 1 < |z|
x : ℝ
k : ℕ
closed : gain x z k = cheb k x / cheb k z
hxz : |x| ≤ |z|
hz1 : 1 ≤ cheb k |z|
h : |x| ≤ 1
⊢ sorry

case refine_2.inl
z : ℝ
hz : 1 < |z|
x : ℝ
k : ℕ
closed : gain x z k = cheb k x / cheb k z
hxz : |x| ≤ |z|
hz1 : 1 ≤ cheb k |z|
h : |x| ≤ 1
hc : sorry
⊢ |cheb k |x|| ≤ cheb k |z|
Main.lean:114:2: error: unsolved goals
case refine_2.inr
z : ℝ
hz : 1 < |z|
x : ℝ
k : ℕ
closed : gain x z k = cheb k x / cheb k z
hxz : |x| ≤ |z|
hz1 : 1 ≤ cheb k |z|
h : 1 ≤ |x|
⊢ |cheb k |x|| ≤ cheb k |z|
```

The fault is in how the statement of `hc` is read, not in the mathematics. In `|cheb k |x|| ≤ 1` the two closing bars stand together, and Lean reads `||` as one token, the Boolean "or". It then wants a second operand and finds `≤`, which is the first error. The type mismatch follows, since `or` expects a `Bool` and `x` is real.

With the comparison never parsed, the outer absolute value is left as the whole statement of `hc`, which must be a proposition. Lean therefore looks for an `AddGroup` structure on `Prop`, and there is none.

The unsolved goals are also consequences. Parsing broke off inside `hc`, so the rest of its proof, the `linarith` after it and the whole branch for `1 ≤ |x|` were not run.

The diff writes `|cheb k (|x|)| ≤ 1`. The parenthesis separates the two closing bars, so each is read as the end of an absolute value. The statement is then the intended one, and the proof that follows works unchanged.

The mended proof, as a diff:

```diff
@@ -118,5 +118,5 @@
     rcases le_total |x| 1 with h | h
     · -- inside `[-1, 1]` the polynomial is a cosine
-      have hc : |cheb k |x|| ≤ 1 := by
+      have hc : |cheb k (|x|)| ≤ 1 := by
         have e := Real.cos_arccos (by linarith [abs_nonneg x] : -1 ≤ |x|) h
         rw [← e, cheb, Chebyshev.T_real_cos]
```
